# Trace orthogonality of Majorana strings for a family of an even number of Majorana matrices

A molecule described by $n$ spin orbitals has a Hamiltonian built from the creation and annihilation operators $a_p^\dagger$ and $a_p$, with $p=0,\dots,n-1$. To simulate it on a quantum computer made of qubits, one can write the Hamiltonian in terms of qubit operators. A common intermediate form uses two Hermitian Majorana operators per orbital,

$$c_{2p}=a_p+a_p^\dagger,\qquad c_{2p+1}=-i\,(a_p-a_p^\dagger),$$

and expands the Hamiltonian in products of them. How much of each product does a given operator contain, and is the answer unique? For these $2n$ Majorana operators, represented by finite matrices, each coefficient is a normalised trace.

## Majorana matrices and their ordered products

Let the matrices have size $D\times D$. In Lean, `d` is the finite set that labels rows and columns, so the size $D$ is `Fintype.card d`.

```lean
import Mathlib

open Matrix

namespace MajoranaTrace

variable {d : Type*} [Fintype d] [DecidableEq d] {m n : ℕ}
```

A family of $m$ Majorana matrices $c_0,\dots,c_{m-1}$ satisfies

$$c_j^\dagger=c_j,\qquad c_j^2=1,\qquad c_jc_k=-c_kc_j\quad(j\neq k).$$

Indices start at 0, as in `Fin m`, where textbooks often start at 1. The normalisation is $c_j^2=1$; some texts use $c_j^2=\tfrac12$.

These relations are the only link to fermions. That the matrices produced by a particular encoding, such as Jordan–Wigner, obey them has to be established separately.

```lean
/-- A family of `m` Majorana matrices: Hermitian, squaring to one and pairwise anticommuting. -/
structure IsMajoranaFamily (c : Fin m → Matrix d d ℂ) : Prop where
  herm : ∀ j, (c j)ᴴ = c j
  sq : ∀ j, c j * c j = 1
  anti : ∀ j k, j ≠ k → c j * c k = -(c k * c j)
```

For a subset $S$ of the indices, the Majorana string $c_S$ is the product of the $c_j$ with $j\in S$, in increasing order of $j$, and $c_\emptyset=1$. No phase is included, so $c_S$ need not be Hermitian: $(c_0c_1)^\dagger=c_1c_0=-c_0c_1$. This is why adjoints appear below.

```lean
/-- The Majorana string `c_S`: the product of the `c j` with `j` in `S`, in increasing order. -/
def majoranaString (c : Fin m → Matrix d d ℂ) (S : Finset (Fin m)) : Matrix d d ℂ :=
  (((List.finRange m).filter (· ∈ S)).map c).prod
```

## Anticommutation makes a trace vanish

Suppose $g^2=1$ and $gM=-Mg$. Cyclicity of the trace gives $\operatorname{tr}(gMg)=\operatorname{tr}(Mg^2)=\operatorname{tr}M$. Anticommutation gives $gMg=-Mg^2=-M$. Hence $\operatorname{tr}M=-\operatorname{tr}M$, and so $\operatorname{tr}M=0$. The two evaluations are `h1` and `h2`.

```lean
/-- A matrix that anticommutes with a matrix squaring to one has zero trace. -/
theorem trace_eq_zero_of_anticommute {g M : Matrix d d ℂ} (hg : g * g = 1)
    (h : g * M = -(M * g)) : trace M = 0 := by
  have h1 : trace (g * (M * g)) = trace M := by
    rw [Matrix.trace_mul_comm, mul_assoc, hg, mul_one]
  have h2 : trace (g * (M * g)) = -trace M := by
    rw [← mul_assoc, h, neg_mul, mul_assoc, hg, mul_one, Matrix.trace_neg]
  linear_combination (h2 - h1) / 2
```

## Counting signs

Move $c_j$ from left to right through a product $c_{k_1}\cdots c_{k_r}$. Each factor with $k_i\neq j$ contributes $-1$, and a factor $c_j$ contributes $+1$. The proof is by induction on the list of factors, with these two cases for the first one.

```lean
/-- Moving a Majorana matrix `c j` through a product of Majorana matrices gives a factor `-1`
for each factor whose index differs from `j`. -/
theorem mul_list_prod {c : Fin m → Matrix d d ℂ} (hc : IsMajoranaFamily c) (j : Fin m)
    (l : List (Fin m)) :
    c j * (l.map c).prod =
      (l.map fun k => if k = j then (1 : ℂ) else -1).prod • ((l.map c).prod * c j) := by
  induction l with
  | nil => simp
  | cons k l ih =>
    simp only [List.map_cons, List.prod_cons]
    by_cases h : k = j
    · subst h
      rw [if_pos rfl, one_mul, mul_assoc, ← mul_smul_comm, ← ih]
    · rw [if_neg h]
      calc _ = (c j * c k) * (l.map c).prod := by rw [mul_assoc]
        _ = -(c k * (c j * (l.map c).prod)) := by
          rw [hc.anti j k (Ne.symm h), neg_mul, mul_assoc]
        _ = _ := by rw [ih, mul_smul_comm, neg_one_mul, neg_smul, mul_assoc]
```

In a string every index occurs at most once, so the product of the signs depends only on the number of members of $S$ other than $j$:

$$c_jc_S=(-1)^{|S\setminus\{j\}|}\,c_Sc_j .$$

Lean writes $S\setminus\{j\}$ as `S.erase j`. The proof turns the product of signs over the ordered list into a product over the set $S$.

```lean
/-- For a Majorana family `c`, moving `c j` through the string `c_S` gives a factor `-1` for each
member of `S` other than `j`. -/
theorem mul_majoranaString {c : Fin m → Matrix d d ℂ} (hc : IsMajoranaFamily c) (j : Fin m)
    (S : Finset (Fin m)) :
    c j * majoranaString c S =
      (-1 : ℂ) ^ (S.erase j).card • (majoranaString c S * c j) := by
  have hl : ((List.finRange m).filter (· ∈ S)).toFinset = S := by ext; simp
  have hn : ((List.finRange m).filter (· ∈ S)).Nodup := (List.nodup_finRange m).filter _
  have hp := List.prod_toFinset (fun k => if k = j then (1 : ℂ) else -1) hn
  have hq : ∏ k ∈ S, (if k = j then (1 : ℂ) else -1) = (-1) ^ (S.erase j).card := by
    rw [Finset.prod_ite, Finset.prod_const_one, one_mul, Finset.prod_const]
    congr 2
    ext k
    simp [and_comm]
  unfold majoranaString
  rw [mul_list_prod hc, ← hp, hl, hq]
```

## A string with itself

Split off the first factor, $c_S=c_kR$. Then

$$c_S^\dagger c_S=R^\dagger c_k^2R=R^\dagger R,$$

and repeating this removes all factors and leaves 1. The trace of $c_S^\dagger c_S$ is therefore $D$.

```lean
/-- Every string `c_S` of a Majorana family is unitary: `c_S† c_S = 1`. -/
theorem majoranaString_unitary {c : Fin m → Matrix d d ℂ} (hc : IsMajoranaFamily c)
    (S : Finset (Fin m)) : (majoranaString c S)ᴴ * majoranaString c S = 1 := by
  unfold majoranaString
  induction (List.finRange m).filter (· ∈ S) with
  | nil => simp
  | cons k l ih =>
    rw [List.map_cons, List.prod_cons, Matrix.conjTranspose_mul, hc.herm, mul_assoc,
      ← mul_assoc (c k) (c k), hc.sq, one_mul, ih]
```

## Two different strings

Now take $m=2n$ and $S\neq T$. Some $j$ makes $|S\setminus\{j\}|+|T\setminus\{j\}|$ odd. To see this, suppose that the sum is even for every $j$. Removing $j$ lowers the size of a set by one exactly when $j$ belongs to it, so for every $j$ the parity of $|S|+|T|$ equals the parity of the number of sets, among $S$ and $T$, that contain $j$.

- If $|S|+|T|$ is even, each $j$ lies in both sets or in neither, so $S=T$, a contradiction.
- If $|S|+|T|$ is odd, each $j$ lies in exactly one of them. Then $T$ is the complement of $S$ and $|S|+|T|=2n$, which is even, again a contradiction.

In the code, `e` records the effect of removing $j$, and `omega` does the parity arithmetic. The "mode" in the theorem's name is a single Majorana index.

```lean
/-- For two different subsets `S` and `T` of an even number of Majorana indices, there is an index
`j` for which the sizes of `S` without `j` and of `T` without `j` have an odd sum. -/
theorem exists_odd_mode {S T : Finset (Fin (2 * n))} (hST : S ≠ T) :
    ∃ j, Odd ((S.erase j).card + (T.erase j).card) := by
  have e : ∀ (U : Finset (Fin (2 * n))) (j : Fin (2 * n)),
      (U.erase j).card + (if j ∈ U then 1 else 0) = U.card := by
    intro U j
    by_cases hj : j ∈ U
    · rw [if_pos hj]
      exact Finset.card_erase_add_one hj
    · simp [hj]
  by_contra h
  simp only [not_exists, Nat.not_odd_iff_even, Nat.even_iff] at h
  rcases Nat.even_or_odd (S.card + T.card) with hp | hp
  · -- equal parities: the two subsets would coincide
    rw [Nat.even_iff] at hp
    apply hST
    ext j
    have h1 := e S j
    have h2 := e T j
    have h3 := h j
    constructor
    · intro a
      by_contra b
      rw [if_pos a] at h1
      rw [if_neg b] at h2
      omega
    · intro b
      by_contra a
      rw [if_neg a] at h1
      rw [if_pos b] at h2
      omega
  · -- opposite parities: they would be complementary in a set of even size
    rw [Nat.odd_iff] at hp
    have hT : T = Sᶜ := by
      ext j
      have h1 := e S j
      have h2 := e T j
      have h3 := h j
      rw [Finset.mem_compl]
      constructor
      · intro b a
        rw [if_pos a] at h1
        rw [if_pos b] at h2
        omega
      · intro a
        by_contra b
        rw [if_neg a] at h1
        rw [if_neg b] at h2
        omega
    have hcard := Finset.card_add_card_compl S
    rw [← hT, Fintype.card_fin] at hcard
    omega
```

Write $s_S=(-1)^{|S\setminus\{j\}|}$ for this $j$, and $s_T$ likewise. Taking the adjoint of $c_jc_S=s_Sc_Sc_j$ and using $s_S^2=1$ gives $c_jc_S^\dagger=s_Sc_S^\dagger c_j$. Therefore

$$c_j\,c_S^\dagger c_T=s_Ss_T\,c_S^\dagger c_T\,c_j=-c_S^\dagger c_T\,c_j,$$

and the trace vanishes. Together with the case $S=T$,

$$\operatorname{tr}(c_S^\dagger c_T)=\begin{cases}D,&S=T,\\0,&S\neq T.\end{cases}$$

```lean
/-- Trace orthogonality: for an even number of Majorana matrices with rows and columns labelled by
`d`, the trace of `c_S† c_T` is the size `Fintype.card d` if `S = T` and zero otherwise. -/
theorem trace_majoranaString {c : Fin (2 * n) → Matrix d d ℂ} (hc : IsMajoranaFamily c)
    (S T : Finset (Fin (2 * n))) :
    trace ((majoranaString c S)ᴴ * majoranaString c T) =
      if S = T then (Fintype.card d : ℂ) else 0 := by
  by_cases hST : S = T
  · rw [if_pos hST, hST, majoranaString_unitary hc, Matrix.trace_one]
  rw [if_neg hST]
  obtain ⟨j, hj⟩ := exists_odd_mode hST
  apply trace_eq_zero_of_anticommute (hc.sq j)
  have hT := mul_majoranaString hc j T
  have hS := congrArg conjTranspose (mul_majoranaString hc j S)
  simp only [Matrix.conjTranspose_mul, Matrix.conjTranspose_smul, hc.herm, star_pow, star_neg,
    star_one] at hS
  have hs : (-1 : ℂ) ^ (S.erase j).card * (-1) ^ (S.erase j).card = 1 := by
    rw [← mul_pow]
    norm_num
  -- the adjoint string picks up the same sign as the string
  have hS' : c j * (majoranaString c S)ᴴ =
      (-1 : ℂ) ^ (S.erase j).card • ((majoranaString c S)ᴴ * c j) := by
    rw [hS, smul_smul, hs, one_smul]
  rw [← mul_assoc, hS', smul_mul_assoc, mul_assoc, hT, mul_smul_comm, smul_smul, ← pow_add,
    hj.neg_one_pow, neg_one_smul, mul_assoc]
```

## Reading off coefficients

Let $A=\sum_S a_Sc_S$ with $D>0$, where the coefficients $a_S$ are complex numbers, not the annihilation operators $a_p$. By linearity,

$$\operatorname{tr}(c_T^\dagger A)=\sum_S a_S\operatorname{tr}(c_T^\dagger c_S)=D\,a_T,$$

so $a_T=\operatorname{tr}(c_T^\dagger A)/D$. In Lean the condition $D>0$ is `[Nonempty d]`.

```lean
/-- In an expansion over the strings of an even number of Majorana matrices of nonzero size
`Fintype.card d`, the coefficient of `c_T` is the trace of `c_T†` times the expanded operator,
divided by that size. -/
theorem coefficient_eq_trace [Nonempty d] {c : Fin (2 * n) → Matrix d d ℂ}
    (hc : IsMajoranaFamily c) (a : Finset (Fin (2 * n)) → ℂ) (T : Finset (Fin (2 * n))) :
    a T = trace ((majoranaString c T)ᴴ * ∑ S, a S • majoranaString c S) / Fintype.card d := by
  have hd : (Fintype.card d : ℂ) ≠ 0 := Nat.cast_ne_zero.mpr Fintype.card_ne_zero
  rw [Finset.mul_sum, Matrix.trace_sum]
  simp only [mul_smul_comm, Matrix.trace_smul, trace_majoranaString hc, smul_eq_mul, mul_ite,
    mul_zero, Finset.sum_ite_eq, Finset.mem_univ, if_true]
  rw [mul_div_cancel_right₀ _ hd]
```

This formula presupposes that $A$ has an expansion. Every matrix has one if $D=2^n$, the dimension of the Fock space of $n$ fermionic modes. If $\sum_Sa_Sc_S=0$, the coefficient formula gives $a_S=0$ for all $S$, so the strings are linearly independent. There are $2^{2n}$ of them, as many as the $(2^n)^2$ matrix entries, and so they span:

$$A=\sum_S\frac{\operatorname{tr}(c_S^\dagger A)}{2^n}\,c_S .$$

```lean
/-- For `2n` Majorana matrices of size `2^n`, every matrix `A` is the sum of the strings `c_S`
with coefficients `tr(c_S† A) / 2^n`. -/
theorem majorana_expansion {c : Fin (2 * n) → Matrix d d ℂ} (hc : IsMajoranaFamily c)
    (hd : Fintype.card d = 2 ^ n) (A : Matrix d d ℂ) :
    A = ∑ S, (trace ((majoranaString c S)ᴴ * A) / 2 ^ n) • majoranaString c S := by
  have : Nonempty d := Fintype.card_pos_iff.mp (by rw [hd]; positivity)
  have li : LinearIndependent ℂ (majoranaString c) := by
    rw [Fintype.linearIndependent_iff]
    intro a ha S
    rw [coefficient_eq_trace hc a S, ha, mul_zero, Matrix.trace_zero, zero_div]
  -- there are as many strings as matrix entries, so they span
  have hs := li.span_eq_top_of_card_eq_finrank' (by
    rw [Fintype.card_finset, Fintype.card_fin, Module.finrank_matrix, Module.finrank_self, hd,
      mul_one, ← pow_add, two_mul])
  have hA : A ∈ Submodule.span ℂ (Set.range (majoranaString c)) := by
    rw [hs]
    exact Submodule.mem_top
  obtain ⟨a, ha⟩ := (Submodule.mem_span_range_iff_exists_fun ℂ).mp hA
  have key : ∀ S, trace ((majoranaString c S)ᴴ * A) / 2 ^ n = a S := by
    intro S
    rw [coefficient_eq_trace hc a S, ha, hd, Nat.cast_pow, Nat.cast_ofNat]
  simp only [key]
  exact ha.symm
```

## Three Pauli matrices break orthogonality

The Pauli matrices $X,Y,Z$ are Hermitian, square to one and anticommute pairwise.

```lean
/-- The three Pauli matrices, in the order X, Y, Z. -/
def pauli : Fin 3 → Matrix (Fin 2) (Fin 2) ℂ :=
  ![!![0, 1; 1, 0], !![0, -Complex.I; Complex.I, 0], !![1, 0; 0, -1]]
```

However, $XYZ=i\,1$, so $\operatorname{tr}(c_\emptyset^\dagger c_{\{0,1,2\}})=2i$ although the two subsets differ. The three relations alone, with no condition on the number of matrices, do not imply orthogonality. The proof checks the relations entry by entry.

```lean
/-- Orthogonality can fail for an odd number of Majorana matrices: the three Pauli matrices form
a Majorana family, yet the empty and the full string have trace overlap `2i`. -/
theorem pauli_odd_counterexample : IsMajoranaFamily pauli ∧
    trace ((majoranaString pauli ∅)ᴴ * majoranaString pauli Finset.univ) = 2 * Complex.I := by
  refine ⟨⟨?_, ?_, ?_⟩, ?_⟩
  · intro j
    ext a b
    fin_cases j <;> fin_cases a <;> fin_cases b <;> simp [pauli]
  · intro j
    ext a b
    fin_cases j <;> fin_cases a <;> fin_cases b <;>
      simp [pauli, Matrix.mul_apply, Fin.sum_univ_succ]
  · intro j k hjk
    ext a b
    fin_cases j <;> fin_cases k <;> fin_cases a <;> fin_cases b <;>
      simp [pauli, Matrix.mul_apply, Fin.sum_univ_succ] at hjk ⊢
  · have h3 : List.finRange 3 = [0, 1, 2] := by decide
    simp [majoranaString, h3, pauli, Matrix.trace_fin_two]
    ring
```

The first two, $c_0=X$ and $c_1=Y$, form a family with $n=1$ and $D=2$, to which the full expansion applies.

```lean
/-- The Pauli matrices X and Y form a family of two Majorana matrices. -/
theorem isMajoranaFamily_witness : IsMajoranaFamily (fun j : Fin 2 => pauli j.castSucc) :=
  have h := pauli_odd_counterexample.1
  ⟨fun _ => h.herm _, fun _ => h.sq _,
    fun _ _ hjk => h.anti _ _ (fun e => hjk (Fin.castSucc_injective _ e))⟩

end MajoranaTrace
```

```lean
#print axioms MajoranaTrace.trace_majoranaString
-- 'MajoranaTrace.trace_majoranaString' depends on axioms: [propext, Classical.choice, Quot.sound]
#print axioms MajoranaTrace.majorana_expansion
-- 'MajoranaTrace.majorana_expansion' depends on axioms: [propext, Classical.choice, Quot.sound]
```

## The energy of one spin orbital

With $c_0=X$ and $c_1=Y$, the annihilation operator is $a_0=(c_0+ic_1)/2$, and an orbital of energy $\varepsilon$ contributes $A=\varepsilon a_0^\dagger a_0=\operatorname{diag}(0,\varepsilon)$. Since $c_0c_1=iZ$, the traces are

$$\tfrac12\operatorname{tr}A=\tfrac{\varepsilon}{2},\qquad \tfrac12\operatorname{tr}(XA)=\tfrac12\operatorname{tr}(YA)=0,\qquad \tfrac12\operatorname{tr}(-iZA)=\tfrac{i\varepsilon}{2}.$$

Hence $A=\tfrac{\varepsilon}{2}+\tfrac{i\varepsilon}{2}c_0c_1=\tfrac{\varepsilon}{2}(1-Z)$, the qubit form of the orbital energy. Substituting the Majorana operators into $\varepsilon a_0^\dagger a_0$ and multiplying out gives the same coefficients. With many orbitals that algebraic route avoids forming matrices of size $2^n$.
